# A Hermitian matrix truncated to an orthonormal basis keeps its eigenvalues between the original extreme energies

**Q.** What are the Hamiltonian, the basis and the energies here?

**A.** \(H\) is a complex \(n\times n\) matrix, and the columns of the \(n\times m\) matrix \(V\) are the retained basis vectors. In Lean, `n` and `m` are finite index types, `ᴴ` is the adjoint, and `star x ⬝ᵥ y` is \(x^\dagger y\), conjugate-linear in the first slot.

```lean
import Mathlib

open Matrix
open scoped ComplexOrder

namespace BasisSetTruncation

variable {n m : Type*} [Fintype n] [DecidableEq n] [Fintype m] [DecidableEq m]
```

An energy is a real number with a nonzero eigenvector. The set records no multiplicities.

```lean
/-- The energies of `H`: real numbers `E` for which `H x = E x` has a nonzero solution. -/
def energies (H : Matrix n n ℂ) : Set ℝ :=
  {E | ∃ x : n → ℂ, x ≠ 0 ∧ H *ᵥ x = (E : ℂ) • x}
```

The truncated Hamiltonian is \(T=V^\dagger HV\).

```lean
/-- The Hamiltonian matrix `V† H V` in the basis formed by the columns of `V`. -/
def truncate (V : Matrix n m ℂ) (H : Matrix n n ℂ) : Matrix m m ℂ := Vᴴ * H * V
```

**Q.** Before any Lean, how does the argument go?

**A.** Assume \(H^\dagger=H\) and \(V^\dagger V=1\). Then \(T^\dagger=V^\dagger H^\dagger V=T\). If \(Tc=zc\) with \(c\neq0\), then
\[
z\,c^\dagger c=c^\dagger Tc=(Tc)^\dagger c=\bar z\,c^\dagger c ,
\]
so \(z\) is a real number \(\theta\). Let \(a\) be a lower bound on the energies \(\varepsilon_j\) of \(H\), with orthonormal eigenvectors \(u_j\). For every vector \(y\),
\[
y^\dagger(H-a)y=\sum_j(\varepsilon_j-a)\,|u_j^\dagger y|^2\ge0 .
\]
Put \(y=Vc\):
\[
0\le c^\dagger V^\dagger HVc-a\,c^\dagger V^\dagger Vc=(\theta-a)\,c^\dagger c .
\]
Hence \(\theta\ge a\), and \(a=E_0\), the lowest energy, gives the lower bound. For the highest energy \(E_1\), apply this to \(-H\): its energies are bounded below by \(-E_1\) and its truncation has eigenvalue \(-\theta\), so \(-E_1\le-\theta\).

**Q.** Does the formal theorem say that, or does it assume real eigenvalues from the start?

**A.** `truncated_spectrum` takes an arbitrary complex `z` with a nonzero eigenvector `c` and concludes that `z` equals a real `θ` with `E₀ ≤ θ` and `θ ≤ E₁`. It also concludes that `truncate V H` is Hermitian. The hypotheses are `hH` (Hermiticity), `hV` (orthonormal columns), and `hmin` and `hmax`, which identify `E₀` and `E₁` as the extreme energies. Those extremes exist whenever \(n\ge1\).

**Q.** And what is left out?

**A.** Infinite-dimensional operators, overlapping basis functions, and any comparison of the \(k\)-th eigenvalues. For configuration interaction in orthonormal determinants, the result says that a selected subspace cannot give an energy below the lowest one of the larger finite matrix.

**Q.** Then take me through the proof.

**A.** First, \(c^\dagger c\) is a positive real number, being a sum of squared moduli.

```lean
omit [DecidableEq n] in
/-- The squared norm of a nonzero state vector is a positive real number. -/
theorem norm_sq_pos {x : n → ℂ} (hx : x ≠ 0) :
    ∃ r : ℝ, 0 < r ∧ star x ⬝ᵥ x = (r : ℂ) := by
  refine ⟨∑ i, Complex.normSq (x i), ?_, ?_⟩
  · obtain ⟨i, hi⟩ := Function.ne_iff.mp hx
    exact Finset.sum_pos' (fun i _ => Complex.normSq_nonneg _)
      ⟨i, Finset.mem_univ i, Complex.normSq_pos.mpr hi⟩
  · rw [Complex.ofReal_sum]
    exact Finset.sum_congr rfl fun i _ => Complex.normSq_eq_conj_mul_self.symm
```

Reality follows by letting \(H\) act to the right and to the left, then cancelling that norm.

```lean
omit [DecidableEq n] in
/-- Every eigenvalue of a Hermitian matrix is real. -/
theorem eigenvalue_real {H : Matrix n n ℂ} (hH : H.IsHermitian) {x : n → ℂ} (hx : x ≠ 0)
    {z : ℂ} (h : H *ᵥ x = z • x) : ∃ E : ℝ, z = (E : ℂ) := by
  obtain ⟨r, hr, hN⟩ := norm_sq_pos hx
  have hs : star (H *ᵥ x) = star x ᵥ* H := by rw [Matrix.star_mulVec, hH.eq]
  -- evaluate the expectation value with `H` acting to the right and to the left
  have h1 := Matrix.dotProduct_mulVec (star x) H x
  rw [← hs, h, star_smul, dotProduct_smul, smul_dotProduct, hN] at h1
  simp only [smul_eq_mul] at h1
  have hr' : (r : ℂ) ≠ 0 := by exact_mod_cast hr.ne'
  exact Complex.conj_eq_iff_real.mp (mul_right_cancel₀ hr' h1).symm
```

**Q.** Where do bounds on eigenvalues become bounds on expectation values?

**A.** In Mathlib's `posSemidef_iff_eigenvalues_nonneg`, on which the proof turns. It reduces positivity of \(y^\dagger(H-a)y\) for all \(y\) to a check on eigenvalues. The lemma applies it to \(H-a\) directly: an eigenvalue of \(H-a\), raised by \(a\), is an energy of \(H\), hence at least \(a\).

```lean
/-- If no energy of a Hermitian `H` lies below `a`, then `H - a` is positive semidefinite. -/
theorem shift_posSemidef {H : Matrix n n ℂ} (hH : H.IsHermitian) {a : ℝ}
    (h : a ∈ lowerBounds (energies H)) :
    (H - (a : ℂ) • (1 : Matrix n n ℂ)).PosSemidef := by
  have hA : (H - (a : ℂ) • (1 : Matrix n n ℂ)).IsHermitian := by
    unfold Matrix.IsHermitian
    rw [conjTranspose_sub, conjTranspose_smul, conjTranspose_one, hH.eq]
    simp
  rw [hA.posSemidef_iff_eigenvalues_nonneg]
  intro j
  have hv := hA.mulVec_eigenvectorBasis j
  -- an eigenvalue of `H - a`, raised by `a`, is an energy of `H`
  have hmem : hA.eigenvalues j + a ∈ energies H := by
    refine ⟨(hA.eigenvectorBasis j).ofLp, ?_, ?_⟩
    · intro h0
      apply hA.eigenvectorBasis.orthonormal.ne_zero j
      ext i
      exact congrFun h0 i
    · rw [Matrix.sub_mulVec, Matrix.smul_mulVec, Matrix.one_mulVec] at hv
      funext i
      have hi := congrFun hv i
      simp only [Pi.sub_apply, Pi.smul_apply, smul_eq_mul, Complex.real_smul] at hi ⊢
      push_cast
      linear_combination hi
  have h2 := h hmem
  show (0 : ℝ) ≤ hA.eigenvalues j
  linarith
```

Next comes the identity for \(y=Vc\), where `hV` turns \(V^\dagger aV\) into \(a\).

```lean
/-- If the columns of `V` are orthonormal and `c` solves the truncated eigenvalue equation with
eigenvalue `θ`, then `y† (H - a) y` at `y = V c` is `θ - a` times the squared norm of `c`. -/
theorem lifted_expectation {H : Matrix n n ℂ} {V : Matrix n m ℂ} (hV : Vᴴ * V = 1)
    {c : m → ℂ} {θ : ℝ} (hc : truncate V H *ᵥ c = (θ : ℂ) • c) (a : ℝ) :
    star (V *ᵥ c) ⬝ᵥ ((H - (a : ℂ) • (1 : Matrix n n ℂ)) *ᵥ (V *ᵥ c)) =
      ((θ - a : ℝ) : ℂ) * (star c ⬝ᵥ c) := by
  -- orthonormality turns the shift of `H` into the same shift of `V† H V`
  have hT : Vᴴ * (H - (a : ℂ) • (1 : Matrix n n ℂ)) * V =
      truncate V H - (a : ℂ) • (1 : Matrix m m ℂ) := by
    rw [Matrix.mul_sub, Matrix.sub_mul, Matrix.mul_smul, Matrix.mul_one, Matrix.smul_mul, hV,
      truncate]
  rw [Matrix.star_mulVec, ← Matrix.dotProduct_mulVec, Matrix.mulVec_mulVec,
    Matrix.mulVec_mulVec, hT, Matrix.sub_mulVec, Matrix.smul_mulVec, Matrix.one_mulVec, hc,
    ← sub_smul, dotProduct_smul, smul_eq_mul, Complex.ofReal_sub]
```

Positivity and this identity give \((\theta-a)\,c^\dagger c\ge0\). With `open scoped ComplexOrder`, a complex number is nonnegative only if it is real and nonnegative, so the inequality passes to the reals.

```lean
/-- For a Hermitian `H` and orthonormal columns of `V`, a lower bound on the energies of `H` is a
lower bound on the truncated energies. -/
theorem truncated_lower_bound {H : Matrix n n ℂ} (hH : H.IsHermitian) {V : Matrix n m ℂ}
    (hV : Vᴴ * V = 1) {a : ℝ} (h : a ∈ lowerBounds (energies H)) :
    a ∈ lowerBounds (energies (truncate V H)) := by
  rintro θ ⟨c, hc0, hc⟩
  obtain ⟨r, hr, hN⟩ := norm_sq_pos hc0
  have hp := (shift_posSemidef hH h).dotProduct_mulVec_nonneg (V *ᵥ c)
  rw [lifted_expectation hV hc, hN] at hp
  have h2 : 0 ≤ (θ - a) * r := by exact_mod_cast hp
  by_contra hlt
  have h3 := mul_pos (sub_pos.mpr (not_le.mp hlt)) hr
  nlinarith
```

The main theorem, for Hermitian \(H\) and orthonormal columns of \(V\), combines these results and obtains the upper bound from \(-H\).

```lean
/-- **Basis-set truncation.** In an orthonormal basis the truncated Hamiltonian is Hermitian, and
each of its eigenvalues is real and lies between the lowest and highest energies of `H`. -/
theorem truncated_spectrum {H : Matrix n n ℂ} (hH : H.IsHermitian) {V : Matrix n m ℂ}
    (hV : Vᴴ * V = 1) {E₀ E₁ : ℝ} (hmin : IsLeast (energies H) E₀)
    (hmax : IsGreatest (energies H) E₁) :
    (truncate V H).IsHermitian ∧
      ∀ (z : ℂ) (c : m → ℂ), c ≠ 0 → truncate V H *ᵥ c = z • c →
        ∃ θ : ℝ, z = (θ : ℂ) ∧ E₀ ≤ θ ∧ θ ≤ E₁ := by
  have hT : (truncate V H).IsHermitian := by
    unfold Matrix.IsHermitian truncate
    rw [conjTranspose_mul, conjTranspose_mul, conjTranspose_conjTranspose, hH.eq,
      Matrix.mul_assoc]
  refine ⟨hT, fun z c hc0 hc => ?_⟩
  obtain ⟨θ, rfl⟩ := eigenvalue_real hT hc0 hc
  refine ⟨θ, rfl, truncated_lower_bound hH hV hmin.2 ⟨c, hc0, hc⟩, ?_⟩
  -- the upper bound is the lower bound for `-H`
  have hl : -E₁ ∈ lowerBounds (energies (-H)) := by
    rintro E ⟨x, hx0, hx⟩
    have hE : -E ∈ energies H := ⟨x, hx0, by
      rw [Complex.ofReal_neg, neg_smul, ← hx, Matrix.neg_mulVec, neg_neg]⟩
    have := hmax.2 hE
    linarith
  have hneg : -θ ∈ energies (truncate V (-H)) := ⟨c, hc0, by
    have ht : truncate V (-H) = -truncate V H := by
      simp only [truncate, Matrix.mul_neg, Matrix.neg_mul]
    rw [ht, Matrix.neg_mulVec, hc, Complex.ofReal_neg, neg_smul]⟩
  have := truncated_lower_bound hH.neg hV hl hneg
  linarith
```

**Q.** What does a single basis vector give?

**A.** For \(m=1\), \(V\) is one normalised column \(v\) and \(\theta=v^\dagger Hv\): the ordinary variational bound, from both sides. For \(m=0\) there is no nonzero \(c\), and the eigenvalue claim is vacuous.

**Q.** If the truncated energy hits \(E_0\), is the state exact?

**A.** Yes. Each term \((\varepsilon_j-E_0)|u_j^\dagger Vc|^2\) must vanish, so \(Vc\) has components only at energy \(E_0\). Lean uses the equivalent property that a positive semidefinite matrix annihilates a vector of zero expectation value. For \(c\ne0\), \(Vc\) is nonzero because \(V\) preserves norms.

```lean
/-- Let `H` be Hermitian and the columns of `V` orthonormal. If a truncated eigenvector `c` has an
eigenvalue `E₀` below which `H` has no energy, then the lifted vector `V c` satisfies the full
eigenvalue equation with the same `E₀`. -/
theorem exact_at_lower_edge {H : Matrix n n ℂ} (hH : H.IsHermitian) {V : Matrix n m ℂ}
    (hV : Vᴴ * V = 1) {E₀ : ℝ} (h : E₀ ∈ lowerBounds (energies H)) {c : m → ℂ}
    (hc : truncate V H *ᵥ c = (E₀ : ℂ) • c) :
    H *ᵥ (V *ᵥ c) = (E₀ : ℂ) • (V *ᵥ c) := by
  -- a positive semidefinite matrix annihilates vectors of zero expectation value
  have h0 := ((shift_posSemidef hH h).dotProduct_mulVec_zero_iff (V *ᵥ c)).mp
    (by rw [lifted_expectation hV hc]; simp)
  rw [Matrix.sub_mulVec, Matrix.smul_mulVec, Matrix.one_mulVec] at h0
  exact sub_eq_zero.mp h0
```

**Q.** Can both bounds be strict?

**A.** Yes, for two levels, both at energy zero, with unit coupling. The eigenvectors, normalised, are \((1,\mp1)/\sqrt2\) with energies \(\mp1\); keeping only the first basis state gives \(0\). The coupling matrix squares to the identity, so every energy satisfies \(E^2=1\), which settles the extremes.

```lean
/-- The two-level Hamiltonian with unit coupling has extreme energies `-1` and `1`; truncated to
the first basis state it has the energy `0`. -/
theorem two_level_witness :
    (!![0, 1; 1, 0] : Matrix (Fin 2) (Fin 2) ℂ).IsHermitian ∧
    (!![1; 0] : Matrix (Fin 2) (Fin 1) ℂ)ᴴ * (!![1; 0] : Matrix (Fin 2) (Fin 1) ℂ) = 1 ∧
    IsLeast (energies (!![0, 1; 1, 0] : Matrix (Fin 2) (Fin 2) ℂ)) (-1) ∧
    IsGreatest (energies (!![0, 1; 1, 0] : Matrix (Fin 2) (Fin 2) ℂ)) 1 ∧
    (0 : ℝ) ∈ energies (truncate (!![1; 0] : Matrix (Fin 2) (Fin 1) ℂ) !![0, 1; 1, 0]) := by
  -- applying the coupling twice gives the identity, so every energy squares to one
  have hsq : ∀ E ∈ energies (!![0, 1; 1, 0] : Matrix (Fin 2) (Fin 2) ℂ), E ^ 2 = 1 := by
    rintro E ⟨x, hx, h⟩
    have h0 : x 1 = E * x 0 := by
      simpa [Matrix.mulVec, dotProduct, Fin.sum_univ_two] using congrFun h 0
    have h1 : x 0 = E * x 1 := by
      simpa [Matrix.mulVec, dotProduct, Fin.sum_univ_two] using congrFun h 1
    have hx0 : x 0 ≠ 0 := by
      intro hz
      apply hx
      funext i
      fin_cases i
      · exact hz
      · show x 1 = 0
        rw [h0, hz, mul_zero]
    have hE : (E : ℂ) ^ 2 = 1 :=
      mul_right_cancel₀ hx0 (by linear_combination -h1 - (E : ℂ) * h0)
    exact_mod_cast hE
  refine ⟨?_, ?_, ⟨⟨![1, -1], ?_, ?_⟩, ?_⟩, ⟨⟨![1, 1], ?_, ?_⟩, ?_⟩, ⟨![1], ?_, ?_⟩⟩
  · ext i j
    fin_cases i <;> fin_cases j <;> simp
  · ext i j
    fin_cases i
    fin_cases j
    simp [Matrix.mul_apply, Fin.sum_univ_two]
  · intro h
    simpa using congrFun h 0
  · ext i
    fin_cases i <;> simp [Matrix.mulVec, dotProduct, Fin.sum_univ_two]
  · intro E hE
    nlinarith [hsq E hE]
  · intro h
    simpa using congrFun h 0
  · ext i
    fin_cases i <;> simp [Matrix.mulVec, dotProduct, Fin.sum_univ_two]
  · intro E hE
    nlinarith [hsq E hE]
  · intro h
    simpa using congrFun h 0
  · ext i
    fin_cases i
    simp [truncate, Matrix.mulVec, dotProduct, Matrix.mul_apply, Fin.sum_univ_two]
```

**Q.** And if my basis isn't normalised?

**A.** Then the enclosure can fail. With \(H=1\) and a single basis vector of length \(2\), \(V^\dagger HV=4\), although the only energy is \(1\). Dividing by the overlap \(V^\dagger V=4\) restores the value \(1\).

```lean
/-- With a basis vector of length two, the one-level Hamiltonian whose only energy is `1` gets the
truncated energy `4`. -/
theorem unnormalised_basis_fails :
    energies (1 : Matrix (Fin 1) (Fin 1) ℂ) = {1} ∧
    (4 : ℝ) ∈ energies (truncate (!![2] : Matrix (Fin 1) (Fin 1) ℂ) 1) := by
  constructor
  · ext E
    constructor
    · rintro ⟨x, hx, h⟩
      obtain ⟨i, hi⟩ := Function.ne_iff.mp hx
      rw [Matrix.one_mulVec] at h
      have h1 : x i = (E : ℂ) * x i := congrFun h i
      have hE : (E : ℂ) = 1 := mul_right_cancel₀ hi (by rw [one_mul]; exact h1.symm)
      exact_mod_cast hE
    · rintro rfl
      exact ⟨1, one_ne_zero, by simp⟩
  · refine ⟨1, one_ne_zero, ?_⟩
    ext i
    fin_cases i
    simp [truncate, Matrix.mulVec, dotProduct, Matrix.mul_apply]
    norm_num

end BasisSetTruncation
```

```lean
#print axioms BasisSetTruncation.truncated_spectrum
#print axioms BasisSetTruncation.exact_at_lower_edge
#print axioms BasisSetTruncation.unnormalised_basis_fails
```

```
'BasisSetTruncation.truncated_spectrum' depends on axioms: [propext, Classical.choice, Quot.sound]
'BasisSetTruncation.exact_at_lower_edge' depends on axioms: [propext, Classical.choice, Quot.sound]
'BasisSetTruncation.unnormalised_basis_fails' depends on axioms: [propext, Classical.choice, Quot.sound]
```
